# Trace of the transposition class sum and of its square on \(N \ge 2\) sites

Take \(N \ge 2\) sites, each with \(d \ge 1\) local states, and the Hamiltonian \(H = JT\), where \(T\) is the sum of the operators that exchange two sites and the real constant \(J\) is the exchange energy, the same for every pair. A high-temperature expansion of \(Z = \operatorname{tr} e^{-\beta H}\) at inverse temperature \(\beta\) begins with
\[
\ln Z = N \ln d - \beta J \mu + \tfrac12 \beta^2 J^2 v + O(\beta^3),
\]
where \(\mu = \operatorname{tr} T / d^N\) and \(v = \operatorname{tr} T^2/d^N - \mu^2\). Both coefficients come from two traces over the \(d^N\)-dimensional product space. With \(C = \binom{N}{2}\),
\[
\operatorname{tr} T = C\, d^{N-1}, \qquad \operatorname{tr} T^2 = C\, d^{N} + C(C-1)\, d^{N-2},
\]
which gives \(\mu = C/d\) and \(v = C(1 - 1/d^2)\). For spin-½ sites (\(d = 2\)) the exchange operator of sites \(i, j\) equals \(\tfrac12 + 2\,\mathbf{s}_i\cdot\mathbf{s}_j\) in terms of the spin operators \(\mathbf{s}_i\) with \(\hbar = 1\), so \(H\) is, up to a constant, the Heisenberg model \(2J\sum_{i<j}\mathbf{s}_i\cdot\mathbf{s}_j\) on a finite cluster with uniform all-to-all coupling. Multiplied by \(J\) and \(J^2\), the two traces are sum rules for the exact spectrum of \(H\), constant included, on the whole product space.

```lean
import Mathlib

open Matrix Finset Equiv Function

namespace TranspositionClassSum
```

## Configurations and site permutations

Sites are numbered \(0, \dots, N-1\) and local states \(0, \dots, d-1\). A product basis state \(|x\rangle\) is labelled by a configuration \(x\), which assigns the state \(x_a\) to site \(a\). There are \(d^N\) configurations, and all sites have the same local dimension.

```lean
/-- Product basis states of `N` sites of local dimension `d`: one local state per site. -/
abbrev Config (N d : ℕ) := Fin N → Fin d
```

An operator is a complex matrix whose rows and columns are indexed by configurations, the basis being orthonormal. Write \([A]\) for 1 if the statement \(A\) holds and 0 otherwise. A permutation \(\sigma\) of the sites is represented by
\[
(P_\sigma)_{xy} = [\,x\circ\sigma = y\,].
\]
The column \(y\) has its single 1 in row \(x = y \circ \sigma^{-1}\), so \(P_\sigma |y\rangle = |y\circ\sigma^{-1}\rangle\): the state on site \(a\) is moved to site \(\sigma(a)\). No fermionic sign is attached to the exchange.

```lean
/-- The operator permuting the sites by `σ`: it sends the basis state `y` to `y ∘ σ⁻¹`. -/
def permOp {N : ℕ} (d : ℕ) (σ : Perm (Fin N)) : Matrix (Config N d) (Config N d) ℂ :=
  Matrix.of fun x y => if x ∘ σ = y then 1 else 0
```

Each unordered pair of distinct sites is listed once, as \((i,j)\) with \(i<j\).

```lean
/-- The pairs of sites `i < j`. -/
def pairs (N : ℕ) : Finset (Fin N × Fin N) := univ.filter fun p => p.1 < p.2
```

With \((i\,j)\) the transposition `swap i j`, the class sum is
\[
T = \sum_{i<j} P_{(i\,j)} ,
\]
the image of the sum over the conjugacy class of transpositions in the symmetric group. All terms have weight 1.

```lean
/-- The class sum `T`: the sum of the transposition operators over all pairs of sites. -/
def classSum (N d : ℕ) : Matrix (Config N d) (Config N d) ℂ :=
  ∑ p ∈ pairs N, permOp d (swap p.1 p.2)
```

The convention for \(P_\sigma\) makes it a representation. For permutations \(\sigma, \tau\), with \(\sigma\tau = \sigma\circ\tau\),
\[
(P_\sigma P_\tau)_{xz} = \sum_y [\,x\circ\sigma = y\,]\,[\,y\circ\tau = z\,] = [\,x\circ\sigma\circ\tau = z\,] = (P_{\sigma\tau})_{xz}.
\]
In `permOp_mul` the collapse of the sum onto \(y = x\circ\sigma\) is the rewrite `Finset.sum_ite_eq`.

```lean
/-- Site permutation operators multiply like the permutations: `P_σ P_τ = P_{στ}`. -/
theorem permOp_mul {N : ℕ} (d : ℕ) (σ τ : Perm (Fin N)) :
    permOp d σ * permOp d τ = permOp d (σ * τ) := by
  ext x z
  simp only [Matrix.mul_apply, permOp, of_apply, ite_mul, one_mul, zero_mul,
    Finset.sum_ite_eq, mem_univ, if_true, Perm.coe_mul, Function.comp_assoc]
  rfl
```

## The number of pairs

For fixed \(j\) there are exactly \(j\) sites \(i<j\), since numbering starts at 0. Hence the number of pairs is \(\sum_{j=0}^{N-1} j = N(N-1)/2 = C\). The inner count is `h`, and `Finset.sum_range_id` sums the arithmetic series.

```lean
/-- There are `C(N,2)` pairs of sites. -/
theorem card_pairs (N : ℕ) : (pairs N).card = N.choose 2 := by
  have h : ∀ j : Fin N, ∑ i : Fin N, (if i < j then 1 else 0) = (j : ℕ) := by
    intro j
    have hI : univ.filter (fun i : Fin N => i < j) = Iio j := by
      ext i
      simp
    exact (Finset.card_filter (fun i : Fin N => i < j) univ).symm.trans
      (by rw [hI, Fin.card_Iio])
  rw [pairs, card_filter, Fintype.sum_prod_type_right]
  simp only [h]
  rw [Fin.sum_univ_eq_sum_range (fun i => i) N, Finset.sum_range_id, Nat.choose_two_right]
```

## Fixed configurations and gluing

The diagonal entry \((P_\sigma)_{xx}\) is \([x\circ\sigma = x]\), so \(\operatorname{tr}P_\sigma\) counts the configurations fixed by \(\sigma\). For a transposition, \(x\circ(i\,j) = x\) evaluated at site \(j\) reads \(x_i = x_j\). Conversely, if \(x_i = x_j\), the two configurations agree at \(i\), at \(j\) and at every other site; these are the three branches of `split_ifs`.

```lean
/-- A basis state is unchanged by exchanging sites `i` and `j` exactly when both sites
carry the same local state. -/
theorem comp_swap_iff {N d : ℕ} (x : Config N d) (i j : Fin N) :
    x ∘ swap i j = x ↔ x i = x j := by
  constructor
  · intro h
    simpa using congrFun h j
  · intro h
    funext a
    rw [Function.comp_apply, swap_apply_def]
    split_ifs with h1 h2
    · rw [h1, h]
    · rw [h2, h]
    · rfl
```

Both traces need sums under a constraint \(x_i = x_j\). Let \(i \ne j\), and let \(f\) be a complex function of the configuration that does not depend on \(x_j\). Then
\[
d \sum_x [x_i = x_j]\, f(x) = \sum_x f(x),
\]
because the constraint selects one of the \(d\) values of \(x_j\), and all values contribute equally. To write this out, adjoin an auxiliary local state \(c\), let \(x^{j\to c}\) be \(x\) with site \(j\) set to \(c\), and define
\[
e(x,c) = (x^{j\to c},\, x_j), \qquad g(x,c) = [x_i = x_j]\, f(x).
\]
The map \(e\) exchanges the state of site \(j\) with the auxiliary one, so applying it twice gives the identity, and \(\sum g\circ e = \sum g\) over all \((x,c)\). Since \(g\) ignores \(c\), the right side is \(d\sum_x [x_i=x_j] f(x)\). On the left, site \(i\) is untouched because \(i\neq j\) and \(f\) is unchanged, so \(g(e(x,c)) = [x_i = c]\,f(x)\), and the sum over \(c\) leaves \(\sum_x f(x)\). In Lean \(x^{j\to c}\) is `update x j c`, the independence of site \(j\) is the hypothesis `hf`, the involution property is `he`, and the reindexing is `he.bijective.sum_comp`.

```lean
/-- If `i ≠ j` and `f` does not depend on site `j`, then `d` times its sum over the basis states
with equal local states on `i` and `j` is its sum over all basis states. -/
theorem sum_glue {N d : ℕ} (i j : Fin N) (hij : i ≠ j) (f : Config N d → ℂ)
    (hf : ∀ x c, f (update x j c) = f x) :
    (d : ℂ) * ∑ x : Config N d, (if x i = x j then f x else 0) = ∑ x, f x := by
  -- exchange the state of site `j` with that of an auxiliary site
  let e : Config N d × Fin d → Config N d × Fin d := fun p => (update p.1 j p.2, p.1 j)
  have he : Involutive e := by
    rintro ⟨x, c⟩
    simp [e]
  have h := he.bijective.sum_comp (fun p => if p.1 i = p.1 j then f p.1 else 0)
  simp only [Fintype.sum_prod_type, e, update_self, update_of_ne hij, hf, Finset.sum_ite_eq,
    mem_univ, if_true, sum_const, card_univ, Fintype.card_fin, nsmul_eq_mul] at h
  rw [Finset.mul_sum]
  exact h.symm
```

## One transposition

From here the number of sites is written \(N = n+2\) with \(n \ge 0\). This builds in \(N\ge2\), and the exponents \(N, N-1, N-2\) appear as `n + 2`, `n + 1`, `n`. For \(i\neq j\), gluing with \(f = 1\) gives
\[
d\,\operatorname{tr}P_{(i\,j)} = d\sum_x [x_i = x_j] = \sum_x 1 = d^{\,n+2},
\]
and cancelling \(d \neq 0\) yields \(\operatorname{tr}P_{(i\,j)} = d^{\,n+1}\). The step `ht` is the fixed-point form of the trace and `mul_left_cancel₀` the cancellation. The statement carries no condition on \(d\): for \(d = 0\) there are no configurations and both sides vanish, a case treated in a separate branch.

```lean
/-- On `N = n + 2` sites a transposition operator has trace `d^(N-1)`. -/
theorem trace_swap {n : ℕ} (d : ℕ) (i j : Fin (n + 2)) (hij : i ≠ j) :
    (permOp d (swap i j)).trace = (d : ℂ) ^ (n + 1) := by
  rcases Nat.eq_zero_or_pos d with rfl | hd
  · have : IsEmpty (Config (n + 2) 0) := ⟨fun x => (x i).elim0⟩
    simp [Matrix.trace]
  · have hd' : (d : ℂ) ≠ 0 := by exact_mod_cast hd.ne'
    have ht : (permOp d (swap i j)).trace
        = ∑ x : Config (n + 2) d, if x i = x j then (1 : ℂ) else 0 := by
      simp only [Matrix.trace, Matrix.diag_apply, permOp, of_apply, comp_swap_iff]
    apply mul_left_cancel₀ hd'
    rw [ht]
    refine (sum_glue i j hij (fun _ : Config (n + 2) d => 1) (fun _ _ => rfl)).trans ?_
    simp only [sum_const, card_univ, Fintype.card_fun, Fintype.card_fin, nsmul_eq_mul]
    push_cast
    ring
```

## Two different transpositions

Let \(\{i,j\} \neq \{k,l\}\) with \(i \ne j\) and \(k\neq l\). The notation `s(i, j)` is the unordered pair, so `hne` admits both pairs that share a site and disjoint pairs. At least one site of the first pair lies outside the second: if \(j \in \{k,l\}\), then \(i\) cannot be the same element as \(j\), nor the other element, since the pairs would then coincide. Call the outside site \(b\) and its partner \(a\), so that \((i\,j) = (a\,b)\), \(b\ne k\), \(b \ne l\). The site \(a\) may or may not belong to \(\{k,l\}\).

Suppose \(x\circ(a\,b)\circ(k\,l) = x\). At site \(b\), the transposition \((k\,l)\) does nothing and \((a\,b)\) sends \(b\) to \(a\), so \(x_a = x_b\). Then \(x\circ(a\,b) = x\), the condition reduces to \(x\circ(k\,l) = x\), and \(x_k = x_l\). The converse follows by applying the two fixed-point equations in turn. Therefore
\[
\operatorname{tr} P_{(a\,b)}P_{(k\,l)} = \sum_x [x_a = x_b]\,[x_k = x_l].
\]
The function \(f(x) = [x_k = x_l]\) does not depend on site \(b\), so gluing applies:
\[
d\,\operatorname{tr} P_{(a\,b)}P_{(k\,l)} = \sum_x [x_k = x_l] = \operatorname{tr}P_{(k\,l)} = d^{\,n+1},
\]
and the trace is \(d^{\,n}\). The argument for given \(a,b\) is `key`, with the equivalence `hiff` and the two trace formulas `ht` and `ht'`. Its \(d=0\) branch uses that \(b,k,l\) are three different sites, which forces \(n \ne 0\) and makes \(d^n\) vanish. The closing `by_cases` chooses \(b=j\) or, after `swap_comm`, \(b=i\).

```lean
/-- On `N = n + 2` sites the product of the transposition operators of two different pairs
of sites, overlapping or disjoint, has trace `d^(N-2)`. -/
theorem trace_swap_mul_swap {n : ℕ} (d : ℕ) (i j k l : Fin (n + 2)) (hij : i ≠ j)
    (hkl : k ≠ l) (hne : s(i, j) ≠ s(k, l)) :
    (permOp d (swap i j) * permOp d (swap k l)).trace = (d : ℂ) ^ n := by
  -- the case where site `b` of the first pair is not in the second pair
  have key : ∀ a b : Fin (n + 2), a ≠ b → b ≠ k → b ≠ l →
      (permOp d (swap a b) * permOp d (swap k l)).trace = (d : ℂ) ^ n := by
    intro a b hab hbk hbl
    rcases Nat.eq_zero_or_pos d with rfl | hd
    · have : IsEmpty (Config (n + 2) 0) := ⟨fun x => (x a).elim0⟩
      have h1 := Fin.val_ne_of_ne hbk
      have h2 := Fin.val_ne_of_ne hbl
      have h3 := Fin.val_ne_of_ne hkl
      have hb := b.2
      have hk := k.2
      have hl := l.2
      have hn : n ≠ 0 := by omega
      simp [Matrix.trace, hn]
    · have hd' : (d : ℂ) ≠ 0 := by exact_mod_cast hd.ne'
      -- states fixed by the product are those fixed by both factors
      have hiff : ∀ x : Config (n + 2) d,
          x ∘ ⇑(swap a b * swap k l) = x ↔ x a = x b ∧ x k = x l := by
        intro x
        constructor
        · intro h
          have h1 : x a = x b := by
            simpa [swap_apply_of_ne_of_ne hbk hbl] using congrFun h b
          rw [Perm.coe_mul, ← Function.comp_assoc, (comp_swap_iff x a b).2 h1] at h
          exact ⟨h1, (comp_swap_iff x k l).1 h⟩
        · rintro ⟨h1, h2⟩
          rw [Perm.coe_mul, ← Function.comp_assoc, (comp_swap_iff x a b).2 h1,
            (comp_swap_iff x k l).2 h2]
      have ht : (permOp d (swap a b * swap k l)).trace = ∑ x : Config (n + 2) d,
          if x a = x b then (if x k = x l then (1 : ℂ) else 0) else 0 := by
        simp only [Matrix.trace, Matrix.diag_apply, permOp, of_apply, hiff, ite_and]
      have ht' : (permOp d (swap k l)).trace
          = ∑ x : Config (n + 2) d, if x k = x l then (1 : ℂ) else 0 := by
        simp only [Matrix.trace, Matrix.diag_apply, permOp, of_apply, comp_swap_iff]
      apply mul_left_cancel₀ hd'
      rw [permOp_mul, ht]
      refine (sum_glue a b hab (fun x : Config (n + 2) d => if x k = x l then (1 : ℂ) else 0)
        (fun x c => by simp only [update_of_ne hbk.symm, update_of_ne hbl.symm])).trans ?_
      refine ht'.symm.trans ?_
      rw [trace_swap d k l hkl]
      ring
  rw [Ne, Sym2.eq_iff] at hne
  by_cases hj : j ≠ k ∧ j ≠ l
  · exact key i j hij hj.1 hj.2
  · rw [swap_comm i j]
    exact key j i hij.symm
      (fun h => hj ⟨fun h' => hij (h.trans h'.symm), fun h' => hne (Or.inl ⟨h, h'⟩)⟩)
      (fun h => hj ⟨fun h' => hne (Or.inr ⟨h, h'⟩), fun h' => hij (h.trans h'.symm)⟩)
```

## Hermiticity

A transposition is its own inverse, so \(y\circ(i\,j) = x\) holds exactly when \(x\circ(i\,j) = y\). Each \(P_{(i\,j)}\) is thus a real symmetric matrix, and \(T^\dagger = T\) term by term. The theorem holds for every \(N\) and \(d\), including \(N<2\), where the sum is empty.

```lean
/-- The class sum `T` is Hermitian. -/
theorem classSum_isHermitian (N d : ℕ) : (classSum N d).IsHermitian := by
  unfold Matrix.IsHermitian classSum
  rw [conjTranspose_sum]
  refine sum_congr rfl fun p _ => ?_
  ext x y
  have h : y ∘ swap p.1 p.2 = x ↔ x ∘ swap p.1 p.2 = y := by
    constructor <;> (rintro rfl; funext a; simp)
  simp only [conjTranspose_apply, permOp, of_apply, h]
  split_ifs <;> simp
```

## The two traces

Linearity and the pair count give \(\operatorname{tr}T = C\,d^{\,n+1}\). For the square, let \(p,q\) run over pairs and \(P_p\) denote the corresponding transposition operator:
\[
\operatorname{tr}T^2 = \sum_p \Big( \operatorname{tr} P_p P_p + \sum_{q\neq p} \operatorname{tr}P_pP_q \Big) = \sum_p \big( d^{\,n+2} + (C-1)\,d^{\,n} \big) = C\,d^{\,n+2} + C(C-1)\,d^{\,n}.
\]
The diagonal term uses \(P_pP_p = P_{\mathrm{id}} = 1\), whose trace is the dimension; these are `hone` and `hdiag`. The off-diagonal terms are `hoff`. There one must pass from \(q \neq p\) as ordered pairs to inequality as unordered pairs: equal unordered pairs would mean either \(q = p\) or that \(q\) is \(p\) reversed, and the latter contradicts the ordering \(i<j\) in both. The bracket for one fixed \(p\) is `row`.

In words, `trace_classSum` says that for all natural numbers \(n\) and \(d\) the matrix `classSum (n + 2) d` and its matrix square have these two traces. The equations are between complex numbers, with `(n + 2).choose 2` cast to \(\mathbb{C}\) before 1 is subtracted. The traces are unnormalised and run over the full product space, with no restriction to a symmetry sector or to fixed occupation numbers of the local states.

```lean
/-- On `N = n + 2` sites, with `C = C(N,2)`: `tr T = C d^(N-1)` and
`tr T² = C d^N + C (C - 1) d^(N-2)`. -/
theorem trace_classSum (n d : ℕ) :
    (classSum (n + 2) d).trace = ((n + 2).choose 2 : ℂ) * (d : ℂ) ^ (n + 1) ∧
    (classSum (n + 2) d ^ 2).trace = ((n + 2).choose 2 : ℂ) * (d : ℂ) ^ (n + 2)
      + ((n + 2).choose 2 : ℂ) * (((n + 2).choose 2 : ℂ) - 1) * (d : ℂ) ^ n := by
  have hlt : ∀ p ∈ pairs (n + 2), p.1 < p.2 := fun p hp => (mem_filter.1 hp).2
  constructor
  · rw [classSum, trace_sum, sum_congr rfl (fun p hp => trace_swap d p.1 p.2 (hlt p hp).ne),
      sum_const, card_pairs, nsmul_eq_mul]
  · have hone : permOp d (1 : Perm (Fin (n + 2))) = 1 := by
      ext x y
      simp [permOp, Matrix.one_apply]
    -- each pair meets itself once (the identity) and `C - 1` other pairs
    have row : ∀ p ∈ pairs (n + 2),
        (∑ q ∈ pairs (n + 2), permOp d (swap p.1 p.2) * permOp d (swap q.1 q.2)).trace
          = (d : ℂ) ^ (n + 2) + (((n + 2).choose 2 : ℂ) - 1) * (d : ℂ) ^ n := by
      intro p hp
      have hdiag : (permOp d (swap p.1 p.2) * permOp d (swap p.1 p.2)).trace
          = (d : ℂ) ^ (n + 2) := by
        rw [permOp_mul, Equiv.swap_mul_self, hone, Matrix.trace_one]
        simp
      have hoff : ∀ q ∈ (pairs (n + 2)).erase p,
          (permOp d (swap p.1 p.2) * permOp d (swap q.1 q.2)).trace = (d : ℂ) ^ n := by
        intro q hq
        have hp' := hlt p hp
        have hq' := hlt q (mem_of_mem_erase hq)
        refine trace_swap_mul_swap d _ _ _ _ hp'.ne hq'.ne fun h => ?_
        rcases Sym2.eq_iff.1 h with ⟨h1, h2⟩ | ⟨h1, h2⟩
        · exact ne_of_mem_erase hq (Prod.ext h1 h2).symm
        · exact lt_asymm hq' (h1.symm.trans_lt (hp'.trans_eq h2))
      rw [trace_sum, ← Finset.add_sum_erase _ _ hp, hdiag, sum_congr rfl hoff, sum_const,
        card_erase_of_mem hp, nsmul_eq_mul, Nat.cast_pred (card_pos.2 ⟨p, hp⟩), card_pairs]
    rw [sq, classSum, Finset.sum_mul_sum, trace_sum, sum_congr rfl row, sum_const, card_pairs,
      nsmul_eq_mul]
    ring
```

## Mean and variance

Dividing by the dimension \(d^{\,n+2}\) requires \(d \ge 1\), the hypothesis `hd`, which says that each site has at least one state. Then
\[
\mu = \frac{C\,d^{\,n+1}}{d^{\,n+2}} = \frac{C}{d}, \qquad
v = C + \frac{C(C-1)}{d^2} - \frac{C^2}{d^2} = C\Big(1 - \frac{1}{d^2}\Big).
\]
The proof substitutes the two traces, clears the denominators (`div_eq_div_iff` for the mean, `field_simp` for the variance) and closes with `ring`. The normalised trace is the expectation value in the maximally mixed, infinite-temperature state. Since \(T\) is Hermitian, \(\mu\) and \(v\) are also the mean and variance of its real eigenvalues counted with multiplicity; this eigenvalue reading, the expansion of \(\ln Z\), the spin identity and the eigenspaces used below are standard facts supplied in the prose and are not among the theorems. The results concern the first two moments only: the individual eigenvalues of \(T\), which are attached to Young diagrams, their multiplicities and the higher moments do not enter.

```lean
/-- For `d ≥ 1`, with traces normalised by the dimension `d^N` of the `N = n + 2` site space,
`T` has mean `C(N,2) / d` and variance `C(N,2) (1 - 1 / d²)`. -/
theorem classSum_mean_variance (n d : ℕ) (hd : 1 ≤ d) :
    (classSum (n + 2) d).trace / (d : ℂ) ^ (n + 2) = ((n + 2).choose 2 : ℂ) / d ∧
    (classSum (n + 2) d ^ 2).trace / (d : ℂ) ^ (n + 2)
      - ((classSum (n + 2) d).trace / (d : ℂ) ^ (n + 2)) ^ 2
      = ((n + 2).choose 2 : ℂ) * (1 - 1 / (d : ℂ) ^ 2) := by
  have hd' : (d : ℂ) ≠ 0 := Nat.cast_ne_zero.2 (by omega)
  rw [(trace_classSum n d).1, (trace_classSum n d).2]
  constructor
  · rw [div_eq_div_iff (pow_ne_zero _ hd') hd']
    ring
  · field_simp
    ring

end TranspositionClassSum
```

```lean
#print axioms TranspositionClassSum.classSum_isHermitian
#print axioms TranspositionClassSum.trace_classSum
#print axioms TranspositionClassSum.classSum_mean_variance
```

```
'TranspositionClassSum.classSum_isHermitian' depends on axioms: [propext, Classical.choice, Quot.sound]
'TranspositionClassSum.trace_classSum' depends on axioms: [propext, Classical.choice, Quot.sound]
'TranspositionClassSum.classSum_mean_variance' depends on axioms: [propext, Classical.choice, Quot.sound]
```

## Two sites, and one local state

For \(N=2\), that is \(n=0\), one has \(C=1\) and \(T = P_{(0\,1)}\). The formulas give \(\operatorname{tr}T = d\) and \(\operatorname{tr}T^2 = d^2\), the off-diagonal term being absent because \(C-1=0\). This agrees with the eigenvalue \(+1\) on the \(d(d+1)/2\) symmetric states and \(-1\) on the \(d(d-1)/2\) antisymmetric states, whose difference is \(d\) and whose sum is \(d^2\). For two spins ½ these are the triplet and the singlet, with \(\mu = (3-1)/4 = 1/2\) and \(v = 1 - 1/4 = 3/4\). For \(d=1\) and any \(N \ge 2\) there is a single configuration, \(T\) is the number \(C\), and the formulas give \(\mu = C\) and \(v=0\).
